# Spin ½ in a uniformly rotating field: an exact cyclic solution and the slow-rotation expansion of its phase

A spin ½ sits in a magnetic field of fixed strength that is tilted by a polar angle \(\theta\) from the \(z\) axis and rotates about it with angular velocity \(w\). After one turn the Hamiltonian is back where it began. Some states also return, up to a phase factor, and the question is what that phase is and how it behaves when the rotation is slow. For a single two-level system, a field of constant magnitude and a uniform rotation the answer is exact, which makes the model a simple check on time-dependent propagators and on the adiabatic approximation.

## The Hamiltonian in two frames

Set \(\hbar=1\) and let \(B\) be the level splitting, so that the gyromagnetic factor is absorbed and the spin parallel to the field has energy \(+B/2\). With Pauli matrices \(\sigma_x,\sigma_y,\sigma_z\),
\[
H(t)=\frac B2\begin{pmatrix}\cos\theta&\sin\theta\,e^{-iwt}\\ \sin\theta\,e^{iwt}&-\cos\theta\end{pmatrix}.
\]
Writing \(\psi=e^{-iwt\sigma_z/2}\varphi\) turns \(i\dot\psi=H(t)\psi\) into \(i\dot\varphi=H'\varphi\), with the constant matrix \(H'=\tfrac12(a\sigma_z+b\sigma_x)\), \(a=B\cos\theta-w\), \(b=B\sin\theta\). Its eigenvalues are \(\pm\lambda/2\), where \(\lambda=\sqrt{B^2-2Bw\cos\theta+w^2}\). For a spinor \(\chi\) and a real \(\varepsilon\) define
\[
\psi(t)=e^{-iwt\sigma_z/2-i\varepsilon t/2}\chi,\qquad \gamma=-\pi+\frac{\pi(B-\lambda)}{w}.
\]

In Lean a spinor is a function `Fin 2 → ℂ` with components \(\chi_0\) (up) and \(\chi_1\) (down), not required to be normalised. `labH`, `rotH`, `lam`, `state` and `gam` are \(H(t)\), \(H'\), \(\lambda\), \(\psi\) and \(\gamma\); `state` uses the matrix exponential `NormedSpace.exp`, and \(\theta\) is any real number.

```lean
import Mathlib

open Matrix Complex Filter Topology Asymptotics
open scoped Real

namespace RotatingFieldSpin

noncomputable section

/-- Pauli matrix `σx`. -/
def sx : Matrix (Fin 2) (Fin 2) ℂ := !![0, 1; 1, 0]

/-- Pauli matrix `σy`. -/
def sy : Matrix (Fin 2) (Fin 2) ℂ := !![0, -I; I, 0]

/-- Pauli matrix `σz`. -/
def sz : Matrix (Fin 2) (Fin 2) ℂ := !![1, 0; 0, -1]

/-- Laboratory Hamiltonian `(B/2) n(t)·σ` of a field at polar angle `θ` rotating about `z`
with angular velocity `w`. -/
def labH (B θ w t : ℝ) : Matrix (Fin 2) (Fin 2) ℂ :=
  ((B : ℂ) / 2) • (((Real.sin θ * Real.cos (w * t) : ℝ) : ℂ) • sx
    + ((Real.sin θ * Real.sin (w * t) : ℝ) : ℂ) • sy + ((Real.cos θ : ℝ) : ℂ) • sz)

/-- Rotating-frame Hamiltonian `((B cos θ - w) σz + B sin θ σx) / 2`. -/
def rotH (B θ w : ℝ) : Matrix (Fin 2) (Fin 2) ℂ :=
  (1 / 2 : ℂ) • (((B * Real.cos θ - w : ℝ) : ℂ) • sz + ((B * Real.sin θ : ℝ) : ℂ) • sx)

/-- The frequency `√(B² - 2 B w cos θ + w²)`. -/
def lam (B θ w : ℝ) : ℝ := Real.sqrt (B ^ 2 - 2 * B * w * Real.cos θ + w ^ 2)

/-- The state `exp(-i w t σz/2 - i ε t/2) χ`. -/
def state (w ε : ℝ) (χ : Fin 2 → ℂ) (t : ℝ) : Fin 2 → ℂ :=
  NormedSpace.exp ((-(I * w * t / 2)) • sz - (I * ε * t / 2) • (1 : Matrix (Fin 2) (Fin 2) ℂ))
    *ᵥ χ

/-- The phase `γ = -π + π (B - lam) / w`. -/
def gam (B θ w : ℝ) : ℝ := -π + π * (B - lam B θ w) / w

/-- The spinor `(lam + B cos θ - w, B sin θ)`. -/
def chiUp (B θ w : ℝ) : Fin 2 → ℂ :=
  ![((lam B θ w + (B * Real.cos θ - w) : ℝ) : ℂ), ((B * Real.sin θ : ℝ) : ℂ)]
```

Two facts hold for all parameter values. The exponent in \(\psi\) is diagonal, so \(\psi=(e_1\chi_0,\,e_2\chi_1)\) with \(e_1=e^{-i(\varepsilon+w)t/2}\) and \(e_2=e^{-i(\varepsilon-w)t/2}\); `state_eq` identifies the diagonal entries and applies `Matrix.exp_diagonal`. Also \(\lambda^2=a^2+b^2\), by \(\sin^2\theta+\cos^2\theta=1\); in `lam_sq` this form shows that the radicand is nonnegative, so squaring undoes the root.

```lean
/-- The two components of the state carry the phases `exp(-i (ε ± w) t / 2)`. -/
theorem state_eq (w ε : ℝ) (χ : Fin 2 → ℂ) (t : ℝ) :
    state w ε χ t =
      ![cexp (-(I * (ε + w) / 2) * t) * χ 0, cexp (-(I * (ε - w) / 2) * t) * χ 1] := by
  have hd : ∀ v : Fin 2 → ℂ,
      NormedSpace.exp (diagonal v) = diagonal (fun i => cexp (v i)) := by
    intro v
    rw [Matrix.exp_diagonal, Pi.exp_def, Complex.exp_eq_exp_ℂ]
  -- the exponent is a diagonal matrix
  have h : (-(I * w * t / 2)) • sz - (I * ε * t / 2) • (1 : Matrix (Fin 2) (Fin 2) ℂ)
      = diagonal ![-(I * (ε + w) / 2) * t, -(I * (ε - w) / 2) * t] := by
    ext i j
    fin_cases i <;> fin_cases j <;> simp [sz] <;> ring
  rw [state, h, hd]
  ext i
  rw [mulVec_diagonal]
  fin_cases i <;> rfl

/-- `lam²` is the squared length of the rotating-frame field `(B sin θ, 0, B cos θ - w)`. -/
theorem lam_sq (B θ w : ℝ) :
    lam B θ w ^ 2 = (B * Real.cos θ - w) ^ 2 + (B * Real.sin θ) ^ 2 := by
  have h : B ^ 2 - 2 * B * w * Real.cos θ + w ^ 2
      = (B * Real.cos θ - w) ^ 2 + (B * Real.sin θ) ^ 2 := by
    linear_combination (-B ^ 2) * Real.sin_sq_add_cos_sq θ
  rw [lam, h, Real.sq_sqrt (by positivity)]
```

The theorems below contain the proved claims, while the cases that show a hypothesis failing and the worked numbers are ordinary algebra added for orientation.

## A transverse field component, \(B\sin\theta\neq0\)

The hypothesis `hs` says that the field is nonzero and does not lie along the rotation axis. It concerns only the explicit spinor `chiUp`, \((\lambda+a,\,b)\). Applying \(2H'\) gives the upper component \(a(\lambda+a)+b^2=\lambda(\lambda+a)\), using \(a^2+b^2=\lambda^2\), and the lower component \(b(\lambda+a)-ab=\lambda b\). The eigenvalue equation therefore needs no hypothesis, and the proof closes the two components with `lam_sq` and `ring`. The hypothesis enters only to show that the vector is nonzero, through its component 1. The normalised eigenvector is \((\lambda+a,\,b)/\sqrt{2\lambda(\lambda+a)}\).

For \(\theta=0\) and \(w>B>0\) one has \(\lambda=-a\), and `chiUp` is the zero vector. The eigenvector of eigenvalue \(\lambda/2\) is then \((0,1)\), which this formula misses.

```lean
/-- For a field with a transverse component, `chiUp` is a nonzero eigenvector of the
rotating-frame Hamiltonian with eigenvalue `lam / 2`. -/
theorem eigenvector_witness (B θ w : ℝ) (hs : B * Real.sin θ ≠ 0) :
    chiUp B θ w ≠ 0 ∧ rotH B θ w *ᵥ chiUp B θ w = ((lam B θ w : ℂ) / 2) • chiUp B θ w := by
  constructor
  · intro h
    have h1 : ((B * Real.sin θ : ℝ) : ℂ) = 0 := congrFun h 1
    exact hs (ofReal_eq_zero.1 h1)
  · have hl := congrArg Complex.ofReal (lam_sq B θ w)
    push_cast at hl
    refine funext (Fin.forall_fin_two.2 ⟨?_, ?_⟩)
    · conv_lhs => simp [rotH, chiUp, sx, sz, mulVec, dotProduct, Fin.sum_univ_two]
      conv_rhs => simp [chiUp]
      linear_combination (-1 / 2 : ℂ) * hl
    · conv_lhs => simp [rotH, chiUp, sx, sz, mulVec, dotProduct, Fin.sum_univ_two]
      conv_rhs => simp [chiUp]
      ring
```

## The eigenvalue equation \(H'\chi=\tfrac\varepsilon2\chi\)

The hypothesis `hχ` says that the spin is prepared in a stationary state of the rotating frame; for \(\varepsilon=\lambda>0\) it points along \((b,0,a)\), which in general differs from the direction of the field at \(t=0\). In components,
\[
a\chi_0+b\chi_1=\varepsilon\chi_0,\qquad b\chi_0-a\chi_1=\varepsilon\chi_1 .
\]
Since \(e^{-iwt}e_2=e_1\) and \(e^{iwt}e_1=e_2\),
\[
(H\psi)_0=\tfrac{e_1}{2}\,(B\cos\theta\,\chi_0+b\chi_1)=\tfrac{\varepsilon+w}{2}\,e_1\chi_0=i\dot\psi_0,
\]
\[
(H\psi)_1=\tfrac{e_2}{2}\,(b\chi_0-B\cos\theta\,\chi_1)=\tfrac{\varepsilon-w}{2}\,e_2\chi_1=i\dot\psi_1 .
\]
The middle equalities are the only use of the hypothesis. In `schrodinger`, `h0` and `h1` are the two component equations, `key1` and `key2` the exchange of phases, `main` combines them linearly, and `hd` differentiates \(e^{ct}\) for a complex constant \(c\). The conclusion `HasDerivAt` states \(\dot\psi=-iH(t)\psi\) at every real \(t\), for any real \(\varepsilon\), so the branch \(\varepsilon=-\lambda\) is included. The zero spinor also satisfies `hχ`.

Without it the formula for \(\psi\) need not solve the equation: for \(\chi=(1,0)\) and \(b\neq0\), component 1 of \(\psi\) vanishes identically while \((H\psi)_1=be_2/2\neq0\).

```lean
/-- If `χ` satisfies the rotating-frame eigenvalue equation with eigenvalue `ε / 2`, the state
solves the laboratory Schrödinger equation `ψ' = -i H(t) ψ`. -/
theorem schrodinger (B θ w ε : ℝ) (χ : Fin 2 → ℂ)
    (hχ : rotH B θ w *ᵥ χ = ((ε : ℂ) / 2) • χ) (t : ℝ) :
    HasDerivAt (state w ε χ) ((-I) • (labH B θ w t *ᵥ state w ε χ t)) t := by
  have h0 : ((B : ℂ) * cos θ - w) * χ 0 + B * sin θ * χ 1 = ε * χ 0 := by
    have e : (rotH B θ w *ᵥ χ) 0 = (ε : ℂ) / 2 * χ 0 := congrFun hχ 0
    conv_lhs at e =>
      simp [rotH, sx, sz, mulVec, dotProduct, Fin.sum_univ_two, vecHead, vecTail]
    linear_combination 2 * e
  have h1 : (B : ℂ) * sin θ * χ 0 - (B * cos θ - w) * χ 1 = ε * χ 1 := by
    have e : (rotH B θ w *ᵥ χ) 1 = (ε : ℂ) / 2 * χ 1 := congrFun hχ 1
    conv_lhs at e =>
      simp [rotH, sx, sz, mulVec, dotProduct, Fin.sum_univ_two, vecHead, vecTail]
    linear_combination 2 * e
  -- the off-diagonal factors exp(∓ i w t) exchange the phases of the two components
  have key1 : cexp (-(I * (ε - w) / 2) * t) * (cos (w * t) - sin (w * t) * I)
      = cexp (-(I * (ε + w) / 2) * t) := by
    have e := exp_mul_I (-((w : ℂ) * t))
    rw [cos_neg, sin_neg] at e
    have h : cexp (-(I * (ε - w) / 2) * t) * cexp (-((w : ℂ) * t) * I)
        = cexp (-(I * (ε + w) / 2) * t) := by
      rw [← exp_add]; congr 1; ring
    rw [e] at h
    linear_combination h
  have key2 : cexp (-(I * (ε + w) / 2) * t) * (cos (w * t) + sin (w * t) * I)
      = cexp (-(I * (ε - w) / 2) * t) := by
    rw [← exp_mul_I, ← exp_add]; congr 1; ring
  have main : ∀ e1 e2 : ℂ, e2 * (cos (w * t) - sin (w * t) * I) = e1 →
      e1 * (cos (w * t) + sin (w * t) * I) = e2 →
      (-I) • (labH B θ w t *ᵥ ![e1 * χ 0, e2 * χ 1])
        = ![-(I * (ε + w) / 2) * e1 * χ 0, -(I * (ε - w) / 2) * e2 * χ 1] := by
    intro e1 e2 k1 k2
    refine funext (Fin.forall_fin_two.2 ⟨?_, ?_⟩)
    · show _ = -(I * (ε + w) / 2) * e1 * χ 0
      conv_lhs => simp [labH, sx, sy, sz, mulVec, dotProduct, Fin.sum_univ_two]
      linear_combination (-(I / 2 * e1)) * h0 - (I / 2 * B * sin θ * χ 1) * k1
    · show _ = -(I * (ε - w) / 2) * e2 * χ 1
      conv_lhs => simp [labH, sx, sy, sz, mulVec, dotProduct, Fin.sum_univ_two]
      linear_combination (-(I / 2 * e2)) * h1 - (I / 2 * B * sin θ * χ 0) * k2
  have hd : ∀ c : ℂ, HasDerivAt (fun s : ℝ => cexp (c * s)) (c * cexp (c * t)) t := fun c =>
    ((hasDerivAt_id t).ofReal_comp.const_mul c).cexp.congr_deriv (by simp [mul_comm])
  rw [state_eq w ε χ t, main _ _ key1 key2, funext (state_eq w ε χ), hasDerivAt_pi,
    Fin.forall_fin_two]
  exact ⟨(hd _).mul_const (χ 0), (hd _).mul_const (χ 1)⟩
```

## A nonzero rotation rate, \(w\neq0\)

The time \(T=2\pi/w\) of one turn is defined only for \(w\neq0\). Then \(w(t+T)=wt+2\pi\), so \(H(t+T)=H(t)\). For \(\varepsilon=\lambda\) the phases at \(T\) are \(-\pi\lambda/w-\pi\) for component 0 and \(-\pi\lambda/w+\pi\) for component 1. They differ by \(2\pi\), and the first equals \(\gamma-BT/2\), so
\[
\psi(T)=e^{i(\gamma-BT/2)}\chi .
\]
In `cyclic` these are `e0` and `e1`, and `hw` lets `field_simp` clear \(w\) there and in the periodicity step. The identity holds for every \(\chi\); it describes the motion of a spin once `hχ` is added.

Thus \(\gamma\) is the total phase with \(-BT/2\), the dynamical phase of the instantaneous level \(+B/2\), removed. The factor determines \(\gamma\) modulo \(2\pi\), and the definition picks the branch. It is not the Aharonov–Anandan phase, for which the time integral of the energy expectation in \(\psi\) is removed instead. For \(w<0\) the time \(T\) is negative, so the theorem follows the cycle backwards, and the forward cycle carries the inverse factor. At \(w=0\) Lean's division by zero gives \(T=0\) and \(\gamma=-\pi\), so the return formula would read \(\chi=-\chi\); the limit below excludes that point for the same reason.

```lean
/-- For `w ≠ 0` and `T = 2π/w` the Hamiltonian has period `T`, and the state with `ε = lam` starts
at `χ` and returns at `T` to `χ` times the phase factor `exp(i (γ - B T / 2))`. -/
theorem cyclic (B θ w : ℝ) (hw : w ≠ 0) (χ : Fin 2 → ℂ) :
    (∀ t, labH B θ w (t + 2 * π / w) = labH B θ w t) ∧ state w (lam B θ w) χ 0 = χ ∧
    state w (lam B θ w) χ (2 * π / w)
      = cexp (I * ((gam B θ w - B * (2 * π / w) / 2 : ℝ) : ℂ)) • χ := by
  refine ⟨fun t => ?_, ?_, ?_⟩
  · have h : w * (t + 2 * π / w) = w * t + 2 * π := by field_simp
    rw [labH, labH, h, Real.cos_add_two_pi, Real.sin_add_two_pi]
  · rw [state_eq]
    ext i
    fin_cases i <;> simp
  · have hw' : (w : ℂ) ≠ 0 := ofReal_ne_zero.2 hw
    have e0 : -(I * (lam B θ w + w) / 2) * ((2 * π / w : ℝ) : ℂ)
        = I * ((gam B θ w - B * (2 * π / w) / 2 : ℝ) : ℂ) := by
      simp only [gam]; push_cast; field_simp; ring
    -- the lower component differs by a full turn
    have e1 : -(I * (lam B θ w - w) / 2) * ((2 * π / w : ℝ) : ℂ)
        = I * ((gam B θ w - B * (2 * π / w) / 2 : ℝ) : ℂ) + 2 * π * I := by
      simp only [gam]; push_cast; field_simp; ring
    rw [state_eq, e0, e1, exp_add, exp_two_pi_mul_I, mul_one]
    ext i
    fin_cases i <;> rfl
```

## Rotation slower than precession, \(|w|<B\)

Put \(D=B-w\cos\theta+\lambda\). From the definition, \(\gamma+\pi(1-\cos\theta)=\pi(B-w\cos\theta-\lambda)/w\), and \((B-w\cos\theta)^2-\lambda^2=-w^2\sin^2\theta\). Dividing this product by \(D\),
\[
\gamma=-\pi(1-\cos\theta)-\frac{\pi w\sin^2\theta}{D}.
\]
The hypothesis is used once, to give \(D>0\) from \(w\cos\theta\le|w|<B\) and \(\lambda\ge0\). In `gam_exact` these are `hc`, `hl` and `hD`, and `key` is the product identity. The condition is sufficient and not sharp, since \(D\) vanishes only if \(w\sin\theta=0\). It matters on the axis: at \(\theta=0\) and \(w>B>0\), \(D=0\) and \(\gamma=-2\pi+2\pi B/w\), because the upper rotating-frame state is then antiparallel to the field.

```lean
/-- For `0 < |w| < B`, exactly `γ = -π(1 - cos θ) - π w sin²θ / (B - w cos θ + lam)`. -/
theorem gam_exact (B θ w : ℝ) (hw : w ≠ 0) (hB : |w| < B) :
    gam B θ w = -π * (1 - Real.cos θ)
      - π * w * Real.sin θ ^ 2 / (B - w * Real.cos θ + lam B θ w) := by
  have hc : w * Real.cos θ ≤ |w| := by
    refine (le_abs_self _).trans ?_
    rw [abs_mul]
    exact mul_le_of_le_one_right (abs_nonneg w) (Real.abs_cos_le_one θ)
  have hl : 0 ≤ lam B θ w := Real.sqrt_nonneg _
  have hD : 0 < B - w * Real.cos θ + lam B θ w := by linarith
  -- rationalise B - w cos θ - lam
  have key : (B - w * Real.cos θ - lam B θ w) * (B - w * Real.cos θ + lam B θ w)
      = -(w ^ 2 * Real.sin θ ^ 2) := by
    linear_combination (-1) * lam_sq B θ w + (w ^ 2 - B ^ 2) * Real.sin_sq_add_cos_sq θ
  have h : π * w * Real.sin θ ^ 2 / (B - w * Real.cos θ + lam B θ w)
      = -π * (B - w * Real.cos θ - lam B θ w) / w := by
    rw [div_eq_div_iff hD.ne' hw]
    linear_combination π * key
  rw [h, gam]
  field_simp
  ring
```

For \(0<w<B\), `gam_bounds` uses \(B-w\cos\theta>0\) (`hp`) and \(\lambda\ge B-w\cos\theta\) (`hl`), so \(D\ge2(B-w\cos\theta)\) and
\[
-\pi(1-\cos\theta)-\frac{\pi w\sin^2\theta}{2(B-w\cos\theta)}\le\gamma\le-\pi(1-\cos\theta).
\]
Positivity of \(w\) fixes the sign of the numerator (`hn`); for \(-B<w<0\) and \(\sin\theta\ne0\) the correction is positive and the upper bound fails. If \(w>0\), \(\sin\theta\neq0\) and \(B-w\cos\theta<0\), the left side exceeds the right. In the axial limit \(\theta=0\) with \(0<w<B\) both bounds are zero, so \(\gamma=0\): the spin stays up and acquires only the phase \(-BT/2\).

```lean
/-- For `0 < w < B` the phase `γ` lies below `-π(1 - cos θ)` by at most
`π w sin²θ / (2 (B - w cos θ))`. -/
theorem gam_bounds (B θ w : ℝ) (hw : 0 < w) (hB : w < B) :
    -π * (1 - Real.cos θ) - π * w * Real.sin θ ^ 2 / (2 * (B - w * Real.cos θ)) ≤ gam B θ w ∧
    gam B θ w ≤ -π * (1 - Real.cos θ) := by
  have hp : 0 < B - w * Real.cos θ := by nlinarith [Real.cos_le_one θ]
  have hl : B - w * Real.cos θ ≤ lam B θ w := (Real.le_sqrt' hp).2 (by
    nlinarith [mul_nonneg (sq_nonneg w) (sub_nonneg.2 (Real.cos_sq_le_one θ))])
  have hn : 0 ≤ π * w * Real.sin θ ^ 2 := by positivity
  rw [gam_exact B θ w hw.ne' (by rwa [abs_of_pos hw])]
  have h1 := div_le_div_of_nonneg_left hn (by linarith : 0 < 2 * (B - w * Real.cos θ))
    (by linarith : 2 * (B - w * Real.cos θ) ≤ B - w * Real.cos θ + lam B θ w)
  have h2 := div_nonneg hn (by linarith : 0 ≤ B - w * Real.cos θ + lam B θ w)
  constructor <;> linarith
```

## A positive splitting, \(B>0\)

This hypothesis makes \(+B/2\) the upper level of \(H\), the one that \(\lambda/2\) approaches. It gives \(\lambda=\sqrt{B^2}=B\) at \(w=0\), hence \(D\to2B\) by continuity, and it makes \(|w|<B\) true for small \(w\). Then
\[
\frac1w\Big[\gamma+\pi(1-\cos\theta)+\frac{\pi w\sin^2\theta}{2B}\Big]=\pi\sin^2\theta\Big(\frac1{2B}-\frac1D\Big)\to0 .
\]
In `gam_expansion`, `=o[𝓝[≠] 0]` means little-o as \(w\to0\) through nonzero values of either sign, at fixed \(B\) and \(\theta\). The proof turns it into a limit of the quotient; `hl0` and `hD` are the first use of `hB`, `h1` needs it again for \(2B\neq0\), and `Ioo_mem_nhds` restricts to the interval \((-B,B)\) where `gam_exact` applies. For \(B<0\), \(\lambda\to-B\) and \(\gamma\approx2\pi B/w\) diverges, because the dynamical phase of the wrong level has been removed.

```lean
/-- For `B > 0`, `γ = -π(1 - cos θ) - π w sin²θ / (2B) + o(w)` as `w → 0` through nonzero
values. -/
theorem gam_expansion (B θ : ℝ) (hB : 0 < B) :
    (fun w => gam B θ w - (-π * (1 - Real.cos θ) - π * w * Real.sin θ ^ 2 / (2 * B)))
      =o[𝓝[≠] 0] fun w : ℝ => w := by
  refine (isLittleO_iff_tendsto' ?_).2 ?_
  · filter_upwards [self_mem_nhdsWithin] with w hw h0
    exact absurd h0 hw
  have hl0 : lam B θ 0 = B := by simp [lam, Real.sqrt_sq hB.le]
  have hc : Continuous fun w : ℝ => B - w * Real.cos θ + lam B θ w := by
    unfold lam; fun_prop
  -- the denominator of the exact formula tends to 2B
  have hD := hc.tendsto' 0 (2 * B) (by simp only [hl0]; ring)
  have h1 := (tendsto_const_nhds (x := π * Real.sin θ ^ 2)).div hD (by positivity)
  have h2 := (tendsto_const_nhds (x := π * Real.sin θ ^ 2 / (2 * B))).sub h1
  rw [sub_self] at h2
  refine (h2.mono_left nhdsWithin_le_nhds).congr' ?_
  filter_upwards [self_mem_nhdsWithin,
    mem_nhdsWithin_of_mem_nhds (Ioo_mem_nhds (neg_lt_zero.2 hB) hB)] with w hw hI
  have hw' : w ≠ 0 := hw
  simp only [Pi.div_apply]
  rw [gam_exact B θ w hw' (abs_lt.2 ⟨hI.1, hI.2⟩), eq_div_iff hw']
  ring
```

The leading term is Berry's value, minus half the solid angle \(2\pi(1-\cos\theta)\) of the cone traced by the field when \(0\le\theta\le\pi\). Here it arises as the limit of an explicit formula for one circular path traversed uniformly, with no Berry connection and no adiabatic theorem for general paths.

## Numbers for a field in the equatorial plane

Take \(\theta=\pi/2\), \(B=4\), \(w=3\). Then \(a=-3\), \(b=4\), \(\lambda=5\), and `chiUp` is \((2,4)\), normalised \((1,2)/\sqrt5\); indeed \(\tfrac12\begin{pmatrix}-3&4\\4&3\end{pmatrix}\binom12=\tfrac52\binom12\). With \(T=2\pi/3\) the components acquire \(-8\pi/3\) and \(-2\pi/3\). The definition gives \(\gamma=-\pi-\pi/3\), as does the exact formula with \(D=9\), and \(\gamma-BT/2=-8\pi/3\). The bounds read \(-11\pi/8\le-4\pi/3\le-\pi\). For a smaller ratio \(w/B\), with \(B=40\), \(w=9\), \(\lambda=41\), the exact correction \(-\pi/9\) compares with the first-order value \(-9\pi/80\).

## The combined theorem

`rotating_field_phase` assumes \(B>0\), \(w\neq0\) and `hχ` with \(\varepsilon=\lambda\), and each hypothesis feeds one part: `hχ` the Schrödinger equation at all times, `hw` the return at \(2\pi/w\) (the initial value \(\psi(0)=\chi\) comes from the same lemma), `hB` the expansion. No relation between \(w\) and \(B\) is required. The expansion runs over its own variable `v` and involves neither \(w\) nor \(\chi\). Periodicity of \(H\), the exact formula and the bounds remain in their own theorems. Uniqueness of the solution, general initial states, relaxation and any quantitative rate for the remainder are not part of the statement.

```lean
/-- For `B > 0`, `w ≠ 0` and `χ` satisfying the rotating-frame eigenvalue equation with eigenvalue
`lam / 2`, the state solves the Schrödinger equation from `χ` and returns at `T = 2π/w` with phase
`γ - B T / 2`; moreover `γ = -π(1 - cos θ) - π v sin²θ / (2B) + o(v)` as the angular velocity `v →
0`. -/
theorem rotating_field_phase (B θ w : ℝ) (hB : 0 < B) (hw : w ≠ 0) (χ : Fin 2 → ℂ)
    (hχ : rotH B θ w *ᵥ χ = ((lam B θ w : ℂ) / 2) • χ) :
    (∀ t, HasDerivAt (state w (lam B θ w) χ)
      ((-I) • (labH B θ w t *ᵥ state w (lam B θ w) χ t)) t) ∧
    state w (lam B θ w) χ 0 = χ ∧
    state w (lam B θ w) χ (2 * π / w)
      = cexp (I * ((gam B θ w - B * (2 * π / w) / 2 : ℝ) : ℂ)) • χ ∧
    (fun v => gam B θ v - (-π * (1 - Real.cos θ) - π * v * Real.sin θ ^ 2 / (2 * B)))
      =o[𝓝[≠] 0] fun v : ℝ => v :=
  ⟨schrodinger B θ w _ χ hχ, (cyclic B θ w hw χ).2.1, (cyclic B θ w hw χ).2.2,
    gam_expansion B θ hB⟩

end

end RotatingFieldSpin
```
```lean
#print axioms RotatingFieldSpin.gam_bounds
#print axioms RotatingFieldSpin.rotating_field_phase
```

```
'RotatingFieldSpin.gam_bounds' depends on axioms: [propext, Classical.choice, Quot.sound]
'RotatingFieldSpin.rotating_field_phase' depends on axioms: [propext, Classical.choice, Quot.sound]
```
